# For a p level above t2, tetrahedral p–d mixing lowers the lower t2 level by less than \(v^2/(p-t)\)

A tetrahedral site has no inversion centre, so parity does not forbid the p and d orbitals of a transition-metal ion there from mixing. The three p orbitals transform as t2, as do three of the d orbitals (\(d_{yz}, d_{xz}, d_{xy}\)), while the other two d orbitals transform as e and find no p partner. How far does the mixing push the lower t2 level down, and can it fall below the e level?

Let \(p\), \(t\) and \(e\) be the energies of the unmixed p, t2 and e orbitals, and \(v\) the coupling between a p orbital and its matching t2 orbital, all real.

## Tetrahedral symmetry: three equal pairs and an isolated e level

The first assumption is built into the matrix. Symmetry allows \(p_x\) to couple only to \(d_{yz}\), and cyclically, with the same \(v\) each time; e couples to nothing. The file takes this pattern as given and does not derive it from the point group. The basis is orthonormal, and ligand orbitals, electron repulsion and spin–orbit coupling are absent.

In Lean 4 with Mathlib:

```lean
import Mathlib

open Matrix Polynomial

namespace TetrahedralPDMixing

noncomputable section

/-- The Hamiltonian of one p orbital (level `p`) and its matching t2 orbital (level `t`),
coupled by `v`. -/
def pdPair (p t v : ℝ) : Matrix (Fin 2) (Fin 2) ℝ := !![p, v; v, t]

/-- The six-orbital t2 block: three identical p-d pairs, one for each component.
The first index selects p or d, the second the component. -/
def t2Block (p t v : ℝ) : Matrix (Fin 2 × Fin 3) (Fin 2 × Fin 3) ℝ :=
  blockDiagonal fun _ : Fin 3 => pdPair p t v

/-- The eight-orbital Hamiltonian: the t2 block together with two uncoupled e orbitals
at level `e`. -/
def hamiltonian (p t e v : ℝ) :
    Matrix ((Fin 2 × Fin 3) ⊕ Fin 2) ((Fin 2 × Fin 3) ⊕ Fin 2) ℝ :=
  fromBlocks (t2Block p t v) 0 0 (diagonal fun _ => e)
```

In `t2Block` an index is a pair: `Fin 2` selects p or d, `Fin 3` the component. The sum type in `hamiltonian` appends the two e orbitals, giving eight in all.

By hand, one pair gives

\[
\det\begin{pmatrix} X-p & -v\\ -v & X-t\end{pmatrix}=(X-p)(X-t)-v^2 .
\]

Three identical pairs cube this factor, and the e orbitals contribute \((X-e)^2\). To find the roots, set \(m=(p+t)/2\) and \(s=\sqrt{((p-t)/2)^2+v^2}\). Completing the square gives

\[
(x-p)(x-t)-v^2=(x-m)^2-s^2=(x-\lambda_-)(x-\lambda_+),\qquad \lambda_\pm=m\pm s .
\]

The levels \(\lambda_-\) and \(\lambda_+\) are `lowerLevel` and `upperLevel`.

```lean
/-- The lower level of a coupled p-d pair. -/
def lowerLevel (p t v : ℝ) : ℝ := (p + t) / 2 - √(((p - t) / 2) ^ 2 + v ^ 2)

/-- The upper level of a coupled p-d pair. -/
def upperLevel (p t v : ℝ) : ℝ := (p + t) / 2 + √(((p - t) / 2) ^ 2 + v ^ 2)

/-- The characteristic polynomial of a single p-d pair. -/
theorem pdPair_charpoly (p t v : ℝ) :
    (pdPair p t v).charpoly = (X - C p) * (X - C t) - C v ^ 2 := by
  rw [Matrix.charpoly, det_fin_two]
  simp [pdPair]
  ring

/-- The characteristic polynomial of the t2 block is the cube of that of one pair. -/
theorem t2Block_charpoly (p t v : ℝ) :
    (t2Block p t v).charpoly = ((X - C p) * (X - C t) - C v ^ 2) ^ 3 := by
  -- the characteristic matrix is again block diagonal
  have h : charmatrix (t2Block p t v) =
      blockDiagonal fun _ : Fin 3 => charmatrix (pdPair p t v) := by
    refine Matrix.ext ?_
    rintro ⟨i, k⟩ ⟨j, l⟩
    by_cases hk : k = l
    · subst hk
      by_cases hi : i = j <;>
        simp [t2Block, blockDiagonal_apply, hi]
    · simp [t2Block, blockDiagonal_apply, hk]
  rw [← pdPair_charpoly]
  simp only [Matrix.charpoly, h, det_blockDiagonal, Finset.prod_const, Finset.card_univ,
    Fintype.card_fin]

/-- The characteristic polynomial of the full Hamiltonian: a squared e factor times
a cubed p-d factor. -/
theorem hamiltonian_charpoly (p t e v : ℝ) :
    (hamiltonian p t e v).charpoly =
      (X - C e) ^ 2 * ((X - C p) * (X - C t) - C v ^ 2) ^ 3 := by
  have he : (diagonal fun _ : Fin 2 => e).charpoly = (X - C e) ^ 2 := by
    rw [Matrix.charpoly, det_fin_two]
    simp
    ring
  rw [hamiltonian, Matrix.charpoly_fromBlocks_zero₁₂, t2Block_charpoly, he, mul_comm]
```

The cube turns on `det_blockDiagonal`, which says that the determinant of a block-diagonal matrix is the product of the determinants of its blocks. It applies to a matrix written as `blockDiagonal`, whereas the characteristic polynomial is the determinant of `charmatrix (t2Block p t v)`, that is, of \(X\cdot 1-H\) for the t2 block \(H\). The auxiliary statement `h` therefore shows, entry by entry, that this matrix is block diagonal too: entries between different components vanish, and those within one component are the entries for a single pair. The product of three equal determinants is then a cube. For the full matrix, `charpoly_fromBlocks_zero₁₂` splits off the e factor because the coupling block is zero.

```lean
/-- The secular quadratic of a p-d pair factors over its lower and upper levels. -/
theorem secular_factor (p t v x : ℝ) :
    (x - p) * (x - t) - v ^ 2 = (x - lowerLevel p t v) * (x - upperLevel p t v) := by
  have h := Real.sq_sqrt (show 0 ≤ ((p - t) / 2) ^ 2 + v ^ 2 by positivity)
  unfold lowerLevel upperLevel
  linear_combination h

/-- The roots of the characteristic polynomial of the t2 block are exactly the lower
and the upper level. -/
theorem t2Block_isRoot_iff (p t v x : ℝ) :
    (t2Block p t v).charpoly.IsRoot x ↔ x = lowerLevel p t v ∨ x = upperLevel p t v := by
  rw [t2Block_charpoly, Polynomial.IsRoot.def]
  simp only [eval_pow, eval_sub, eval_mul, eval_X, eval_C]
  rw [secular_factor, pow_eq_zero_iff (by norm_num), mul_eq_zero, sub_eq_zero, sub_eq_zero]
```

The first of these is the factorisation above, obtained from the defining property of the square root. The second uses the fact that a cube vanishes only when its base does. Neither needs an ordering of the levels or a nonzero coupling. If a distortion kept the three pairs separate but gave them couplings of different strengths, the cube would become a product of three different quadratics.

## The p level above the t2 level: \(t<p\)

This hypothesis, `hpt`, describes an ion whose empty p shell lies above its d shell. It makes the gap \(g=p-t\) positive, and with it the second-order shift \(\delta=v^2/g\) when \(v\ne0\). Since \(g\delta=v^2\),

\[
\left(\tfrac g2\right)^2<s^2=\left(\tfrac g2\right)^2+v^2<\left(\tfrac g2\right)^2+v^2+\delta^2=\left(\tfrac g2+\delta\right)^2 .
\]

All the bases are positive, so \(g/2<s<g/2+\delta\). Subtracting from \(m=t+g/2\) gives \(t-\delta<\lambda_-<t\); adding to \(m=p-g/2\) gives \(p<\lambda_+<p+\delta\).

```lean
/-- For `t < p` and nonzero coupling, the lower level lies below `t` and the upper level
above `p`, each by less than `v ^ 2 / (p - t)`. -/
theorem level_bounds {p t v : ℝ} (hpt : t < p) (hv : v ≠ 0) :
    (t - v ^ 2 / (p - t) < lowerLevel p t v ∧ lowerLevel p t v < t) ∧
      (p < upperLevel p t v ∧ upperLevel p t v < p + v ^ 2 / (p - t)) := by
  have hd : 0 < p - t := sub_pos.mpr hpt
  have hv2 : 0 < v ^ 2 := by positivity
  have hq : 0 < v ^ 2 / (p - t) := div_pos hv2 hd
  have hqd : v ^ 2 / (p - t) * (p - t) = v ^ 2 := div_mul_cancel₀ _ hd.ne'
  -- the square root exceeds half the gap, but by less than the second-order shift
  have h1 : (p - t) / 2 < √(((p - t) / 2) ^ 2 + v ^ 2) := by
    rw [Real.lt_sqrt (by linarith)]
    linarith
  have h2 : √(((p - t) / 2) ^ 2 + v ^ 2) < (p - t) / 2 + v ^ 2 / (p - t) := by
    rw [Real.sqrt_lt' (by linarith)]
    have hsq : ((p - t) / 2 + v ^ 2 / (p - t)) ^ 2 =
        ((p - t) / 2) ^ 2 + v ^ 2 + (v ^ 2 / (p - t)) ^ 2 := by
      linear_combination hqd
    rw [hsq]
    linarith [pow_pos hq 2]
  unfold lowerLevel upperLevel
  refine ⟨⟨?_, ?_⟩, ?_, ?_⟩ <;> linarith
```

In the proof, `h1` and `h2` are the two bounds on \(s\), `hsq` is the expanded square, and `hpt` supplies the signs that allow square roots to be compared through their squares.

If \(p<t\), the stated interval is empty, because \(t-v^2/(p-t)\) then exceeds \(t\); exchanging the roles of \(p\) and \(t\) gives the correct bound, below \(p\). If \(p=t\), the levels are \(t\pm|v|\), and the shift is linear in the coupling.

## A coupling that is present: \(v\neq0\)

The hypothesis `hv` says that the mixing allowed by symmetry actually occurs. By hand it makes \(v^2\) and \(\delta^2\) positive, and hence both inequalities strict; in the proof of `level_bounds` it enters through `hv2`. At \(v=0\) the lower level equals \(t\), the shift \(\delta\) is zero, and both strict bounds fail.

```lean
/-- Tetrahedral p-d mixing: the characteristic polynomial of the eight-orbital Hamiltonian,
and the position of the smallest root of its t2 block strictly between
`t - v ^ 2 / (p - t)` and `t`. -/
theorem tetrahedral_pd_mixing {p t v : ℝ} (e : ℝ) (hpt : t < p) (hv : v ≠ 0) :
    (hamiltonian p t e v).charpoly =
        (X - C e) ^ 2 * ((X - C p) * (X - C t) - C v ^ 2) ^ 3 ∧
      IsLeast {x | (t2Block p t v).charpoly.IsRoot x} (lowerLevel p t v) ∧
      t - v ^ 2 / (p - t) < lowerLevel p t v ∧ lowerLevel p t v < t := by
  obtain ⟨⟨h1, h2⟩, h3, _⟩ := level_bounds hpt hv
  refine ⟨hamiltonian_charpoly p t e v, ⟨?_, ?_⟩, h1, h2⟩
  · exact (t2Block_isRoot_iff p t v _).mpr (Or.inl rfl)
  · intro x hx
    rcases (t2Block_isRoot_iff p t v x).mp hx with h | h
    · exact h.ge
    · rw [h]
      linarith
```

`IsLeast` says that `lowerLevel p t v` is a root of the t2 polynomial and that no root is smaller. The second part follows from \(\lambda_-<t<p<\lambda_+\). The minimum is taken over the t2 block alone, since an e level may lie lower in the full spectrum.

The theorem assumes \(t<p\) and \(v\ne0\). Under these hypotheses, the second-order perturbation estimate \(t-v^2/(p-t)\) places the lower level of this one-electron, eight-orbital model's t2 block too low, however strong the coupling. Take \(p=4\), \(t=1\), \(v=2\), \(e=-1\) in any energy unit. Then \(s=2.5\), and a symmetric eigenvalue routine applied to the 8×8 matrix returns, up to rounding, \(-1\) twice, \(0\) three times and \(5\) three times. The estimate gives \(-1/3\) for the level at \(0\). Code that simply takes the smallest eigenvalue would pick the e level here; diagonalising one 2×2 pair avoids this.

## The e level below the mean: \(e<(p+t)/2\)

The last hypothesis, `he`, belongs only to the question of level order. It holds whenever \(e<t<p\), the usual tetrahedral order with a higher p shell. Setting \(x=e\) in the factorisation gives

\[
(\lambda_--e)(\lambda_+-e)=(p-e)(t-e)-v^2 .
\]

Since \(\lambda_+\ge m>e\), the second factor on the left is positive, so \(\lambda_->e\) exactly when \(v^2<(p-e)(t-e)\).

```lean
/-- If the e level lies below the mean of the p and t2 levels, then the lower mixed level
lies above the e level exactly when `v ^ 2 < (p - e) * (t - e)`. -/
theorem e_below_lowerLevel_iff {p t e : ℝ} (v : ℝ) (he : e < (p + t) / 2) :
    e < lowerLevel p t v ↔ v ^ 2 < (p - e) * (t - e) := by
  have hU : 0 < upperLevel p t v - e := by
    unfold upperLevel
    linarith [Real.sqrt_nonneg (((p - t) / 2) ^ 2 + v ^ 2)]
  -- the secular quadratic evaluated at the e level
  have hf : (lowerLevel p t v - e) * (upperLevel p t v - e) =
      (p - e) * (t - e) - v ^ 2 := by
    linear_combination -secular_factor p t v e
  constructor
  · intro h
    have := mul_pos (sub_pos.mpr h) hU
    linarith
  · intro h
    by_contra hn
    have hL : lowerLevel p t v - e ≤ 0 := by linarith [not_lt.mp hn]
    have := mul_nonpos_of_nonpos_of_nonneg hL hU.le
    linarith

end

end TetrahedralPDMixing
```

Here `hU` is the positive factor and `hf` the identity; the two directions compare signs. Neither `hpt` nor `hv` is needed. In the example, \((p-e)(t-e)=10\) exceeds \(v^2=4\), so e stays lowest; raising \(e\) to \(0\) makes the two sides equal, and the levels meet. Without `he` the criterion can fail: at \(e=6\) the product is again \(10\), yet e lies above both mixed levels.

```lean
#print axioms TetrahedralPDMixing.tetrahedral_pd_mixing
#print axioms TetrahedralPDMixing.e_below_lowerLevel_iff
```

```
'TetrahedralPDMixing.tetrahedral_pd_mixing' depends on axioms: [propext, Classical.choice, Quot.sound]
'TetrahedralPDMixing.e_below_lowerLevel_iff' depends on axioms: [propext, Classical.choice, Quot.sound]
```
